# With free end values, a C² minimiser of the Rayleigh quotient in a continuous potential has zero slope at both walls

A free particle on $[0,1]$ whose wave function $\psi$ may take any value at the ends, with kinetic energy proportional to $\int|\psi'|^2dx$, has lowest energy 0, reached only by constant functions, so the minimiser is flat at both walls although nobody asked for it. In a continuous potential the minimiser need not be constant, but if it is twice continuously differentiable, its slope still vanishes at the walls and it solves the Schrödinger equation.

In Lean 4 with Mathlib:

```lean
import Mathlib

open Set Topology

namespace NaturalBoundaryConditions

noncomputable section

/-- The symmetric energy form on `[a, b]`: the integral of `f' g' / 2 + V f g`. -/
def energyForm (V : ℝ → ℝ) (a b : ℝ) (f g : ℝ → ℝ) : ℝ :=
  ∫ x in a..b, (deriv f x * deriv g x / 2 + V x * f x * g x)

/-- The overlap integral of two real functions on `[a, b]`. -/
def overlap (a b : ℝ) (f g : ℝ → ℝ) : ℝ :=
  ∫ x in a..b, f x * g x

/-- The Rayleigh quotient, energy over squared norm, for `a < b` and continuously
differentiable `f` that is not identically zero on `[a, b]`. -/
def rayleigh (V : ℝ → ℝ) (a b : ℝ) (f : ℝ → ℝ) : ℝ :=
  energyForm V a b f f / overlap a b f f

/-- `u` is continuously differentiable, not identically zero on `[a, b]`, and has the least
Rayleigh quotient among all such functions; their values at the walls are free. -/
def IsMinimiser (V : ℝ → ℝ) (a b : ℝ) (u : ℝ → ℝ) : Prop :=
  ContDiff ℝ 1 u ∧ (∃ x ∈ Icc a b, u x ≠ 0) ∧
    ∀ f : ℝ → ℝ, ContDiff ℝ 1 f → (∃ x ∈ Icc a b, f x ≠ 0) →
      rayleigh V a b u ≤ rayleigh V a b f

variable {V u f g : ℝ → ℝ} {a b : ℝ}

/-- For `V` continuous on `[a, b]` and continuously differentiable `f`, `g`, the energy
density is integrable. -/
lemma energy_integrable (hab : a < b) (hV : ContinuousOn V (Icc a b))
    (hf : ContDiff ℝ 1 f) (hg : ContDiff ℝ 1 g) :
    IntervalIntegrable (fun x => deriv f x * deriv g x / 2 + V x * f x * g x)
      MeasureTheory.volume a b := by
  have hf' := (contDiff_one_iff_deriv.1 hf).2
  have hg' := (contDiff_one_iff_deriv.1 hg).2
  exact ContinuousOn.intervalIntegrable_of_Icc hab.le
    (((hf'.mul hg').div_const 2).continuousOn.add
      ((hV.mul hf.continuous.continuousOn).mul hg.continuous.continuousOn))

/-- Lowering a continuous potential by a constant `E` lowers the energy form of continuously
differentiable functions by `E` times their overlap. -/
lemma energyForm_shift (hab : a < b) (hV : ContinuousOn V (Icc a b))
    (hf : ContDiff ℝ 1 f) (hg : ContDiff ℝ 1 g) (E : ℝ) :
    energyForm (fun x => V x - E) a b f g = energyForm V a b f g - E * overlap a b f g := by
  have hi : IntervalIntegrable (fun x => f x * g x) MeasureTheory.volume a b :=
    (hf.continuous.mul hg.continuous).intervalIntegrable a b
  have h : (∫ x in a..b, ((deriv f x * deriv g x / 2 + V x * f x * g x) - E * (f x * g x)))
      = (∫ x in a..b, (deriv f x * deriv g x / 2 + V x * f x * g x))
        - ∫ x in a..b, E * (f x * g x) :=
    intervalIntegral.integral_sub (energy_integrable hab hV hf hg) (hi.const_mul E)
  rw [intervalIntegral.integral_const_mul] at h
  unfold energyForm overlap
  rw [← h]
  refine intervalIntegral.integral_congr fun x _ => ?_
  beta_reduce
  ring

/-- For a continuous potential and continuously differentiable `u`, `g`, the energy of the
varied function `u + t g` is a quadratic polynomial in `t`. -/
lemma energyForm_variation (hab : a < b) (hV : ContinuousOn V (Icc a b))
    (hu : ContDiff ℝ 1 u) (hg : ContDiff ℝ 1 g) (t : ℝ) :
    energyForm V a b (fun x => u x + t * g x) (fun x => u x + t * g x)
      = energyForm V a b u u + 2 * t * energyForm V a b u g + t ^ 2 * energyForm V a b g g := by
  have hd : deriv (fun x => u x + t * g x) = fun x => deriv u x + t * deriv g x := by
    funext x
    exact (((contDiff_one_iff_deriv.1 hu).1 x).hasDerivAt.fun_add
      (((contDiff_one_iff_deriv.1 hg).1 x).hasDerivAt.const_mul t)).deriv
  have A := energy_integrable hab hV hu hu
  have B := (energy_integrable hab hV hu hg).const_mul (2 * t)
  have C := (energy_integrable hab hV hg hg).const_mul (t ^ 2)
  have h1 := intervalIntegral.integral_add (A.add B) C
  have h2 := intervalIntegral.integral_add A B
  rw [intervalIntegral.integral_const_mul] at h1 h2
  unfold energyForm
  rw [hd, ← h2]
  refine Eq.trans (intervalIntegral.integral_congr fun x _ => ?_) h1
  simp only
  ring

/-- Integration by parts: for a continuous potential, `u` twice and `g` once continuously
differentiable, the energy form is a wall term plus the overlap of `-u''/2 + V u` with `g`. -/
theorem energyForm_by_parts (hab : a < b) (hV : ContinuousOn V (Icc a b))
    (hu : ContDiff ℝ 1 u) (hu' : ContDiff ℝ 1 (deriv u)) (hg : ContDiff ℝ 1 g) :
    energyForm V a b u g = (deriv u b * g b - deriv u a * g a) / 2
      + ∫ x in a..b, (-(deriv (deriv u) x) / 2 + V x * u x) * g x := by
  obtain ⟨du, cu⟩ := contDiff_one_iff_deriv.1 hu'
  obtain ⟨dg, cg⟩ := contDiff_one_iff_deriv.1 hg
  have hR : IntervalIntegrable (fun x => (-(deriv (deriv u) x) / 2 + V x * u x) * g x)
      MeasureTheory.volume a b :=
    ContinuousOn.intervalIntegrable_of_Icc hab.le
      (((cu.neg.div_const 2).continuousOn.add (hV.mul hu.continuous.continuousOn)).mul
        hg.continuous.continuousOn)
  have h1 := intervalIntegral.integral_sub (energy_integrable hab hV hu hg) hR
  -- the difference of the two integrands is the derivative of `u' g / 2`
  have h2 := intervalIntegral.integral_eq_sub_of_hasDerivAt (a := a) (b := b)
    (f := fun x => deriv u x * g x / 2)
    (f' := fun x => (deriv (deriv u) x * g x + deriv u x * deriv g x) / 2)
    (fun x _ => ((du x).hasDerivAt.fun_mul (dg x).hasDerivAt).div_const 2)
    ((((cu.mul hg.continuous).add (hu'.continuous.mul cg)).div_const 2).intervalIntegrable a b)
  have h3 : (∫ x in a..b, ((deriv u x * deriv g x / 2 + V x * u x * g x)
      - (-(deriv (deriv u) x) / 2 + V x * u x) * g x))
      = ∫ x in a..b, (deriv (deriv u) x * g x + deriv u x * deriv g x) / 2 := by
    refine intervalIntegral.integral_congr fun x _ => ?_
    ring
  unfold energyForm
  linarith

/-- A continuous function on `[a, b]` that is orthogonal to every continuously differentiable
function vanishing at both walls is zero on `[a, b]`. -/
theorem eq_zero_of_orthogonal {r : ℝ → ℝ} (hab : a < b) (hr : ContinuousOn r (Icc a b))
    (h : ∀ φ : ℝ → ℝ, ContDiff ℝ 1 φ → φ a = 0 → φ b = 0 → ∫ x in a..b, r x * φ x = 0) :
    ∀ x ∈ Icc a b, r x = 0 := by
  have hin : EqOn r (fun _ => 0) (Ioo a b) := by
    intro y hy
    by_contra hne
    have hc : ContinuousAt (fun x => r y * r x) y :=
      continuousAt_const.mul (hr.continuousAt (Icc_mem_nhds hy.1 hy.2))
    obtain ⟨ε, hε, hball⟩ := Metric.mem_nhds_iff.1 (Filter.inter_mem
      (hc.preimage_mem_nhds (Ioi_mem_nhds (mul_self_pos.2 hne))) (Ioo_mem_nhds hy.1 hy.2))
    -- a bump supported where `r` keeps its sign
    let φ : ContDiffBump y := ⟨ε / 2, ε, half_pos hε, half_lt_self hε⟩
    have hz : ∀ x, x ∉ Metric.ball y ε → φ x = 0 := fun x hx =>
      φ.zero_of_le_dist (not_lt.1 fun h' => hx (Metric.mem_ball.2 h'))
    have h0 := h φ (by exact_mod_cast φ.contDiff (n := 1))
      (hz a fun ha => lt_irrefl a (hball ha).2.1) (hz b fun hb => lt_irrefl b (hball hb).2.2)
    have hpos : 0 < ∫ x in a..b, r y * (r x * φ x) := by
      refine intervalIntegral.integral_pos hab
        (continuousOn_const.mul (hr.mul φ.continuous.continuousOn)) (fun x _ => ?_)
        ⟨y, Ioo_subset_Icc_self hy, ?_⟩
      · by_cases hx : x ∈ Metric.ball y ε
        · have hp : 0 < r y * r x := (hball hx).1
          rw [← mul_assoc]
          exact mul_nonneg hp.le φ.nonneg
        · rw [hz x hx, mul_zero, mul_zero]
      · rw [φ.one_of_mem_closedBall (Metric.mem_closedBall_self φ.rIn_pos.le), mul_one]
        exact mul_self_pos.2 hne
    rw [intervalIntegral.integral_const_mul, h0, mul_zero] at hpos
    exact lt_irrefl _ hpos
  exact hin.of_subset_closure hr continuousOn_const Ioo_subset_Icc_self
    (closure_Ioo hab.ne).ge

/-- For a continuous potential and twice continuously differentiable `u`, the weak equation
against all continuously differentiable `g` is equivalent to the Schrödinger equation on
`[a, b]` together with zero slope at both walls. -/
theorem weak_iff_strong (hab : a < b) (hV : ContinuousOn V (Icc a b))
    (hu : ContDiff ℝ 2 u) (E : ℝ) :
    (∀ g : ℝ → ℝ, ContDiff ℝ 1 g → energyForm V a b u g = E * overlap a b u g) ↔
      (∀ x ∈ Icc a b, -(deriv (deriv u) x) / 2 + V x * u x = E * u x) ∧
        deriv u a = 0 ∧ deriv u b = 0 := by
  have hs : ContDiff ℝ (1 + 1) u := by rw [one_add_one_eq_two]; exact hu
  have hu' : ContDiff ℝ 1 (deriv u) := (contDiff_succ_iff_deriv.1 hs).2.2
  have hu1 : ContDiff ℝ 1 u :=
    contDiff_one_iff_deriv.2 ⟨(contDiff_succ_iff_deriv.1 hs).1, hu'.continuous⟩
  have hW : ContinuousOn (fun x => V x - E) (Icc a b) := hV.sub continuousOn_const
  obtain ⟨R, hR⟩ : ∃ R : ℝ → ℝ, R = fun x => -(deriv (deriv u) x) / 2 + (V x - E) * u x :=
    ⟨_, rfl⟩
  have hRc : ContinuousOn R (Icc a b) := by
    rw [hR]
    exact ((contDiff_one_iff_deriv.1 hu').2.neg.div_const 2).continuousOn.add
      (hW.mul hu1.continuous.continuousOn)
  have e : ∀ x, R x = -(deriv (deriv u) x) / 2 + V x * u x - E * u x := by
    intro x
    simp only [hR]
    ring
  have G : ∀ g : ℝ → ℝ, ContDiff ℝ 1 g → energyForm V a b u g - E * overlap a b u g
      = (deriv u b * g b - deriv u a * g a) / 2 + ∫ x in a..b, R x * g x := by
    intro g hg
    rw [hR]
    exact (energyForm_shift hab hV hu1 hg E).symm.trans (energyForm_by_parts hab hW hu1 hu' hg)
  have Z : (∀ x ∈ Icc a b, R x = 0) → ∀ g : ℝ → ℝ, ∫ x in a..b, R x * g x = 0 := by
    intro h g
    refine Eq.trans (intervalIntegral.integral_congr (g := fun _ => (0 : ℝ)) fun x hx => ?_)
      intervalIntegral.integral_zero
    rw [uIcc_of_le hab.le] at hx
    simp only [h x hx, zero_mul]
  constructor
  · intro h
    have h0 : ∀ x ∈ Icc a b, R x = 0 := eq_zero_of_orthogonal hab hRc fun φ hφ ha hb => by
      have k := G φ hφ
      rw [h φ hφ, ha, hb] at k
      linarith
    -- with the bulk term gone, linear trial functions isolate each wall
    have hl : ∀ c : ℝ, ContDiff ℝ 1 (fun x : ℝ => x - c) := fun c =>
      contDiff_id.sub contDiff_const
    have k1 := G (fun x => x - a) (hl a)
    have k2 := G (fun x => x - b) (hl b)
    rw [h (fun x => x - a) (hl a), Z h0] at k1
    rw [h (fun x => x - b) (hl b), Z h0] at k2
    have hba : b - a ≠ 0 := (sub_pos.2 hab).ne'
    refine ⟨fun x hx => by linarith [e x, h0 x hx], ?_, ?_⟩
    · exact (mul_eq_zero.1 (show deriv u a * (b - a) = 0 by linarith)).resolve_right hba
    · exact (mul_eq_zero.1 (show deriv u b * (b - a) = 0 by linarith)).resolve_right hba
  · rintro ⟨h, ha, hb⟩ g hg
    have k := G g hg
    rw [Z (fun x hx => by linarith [e x, h x hx]) g, ha, hb] at k
    linarith

/-- First variation: for a continuous potential, a minimiser satisfies the weak equation
against every continuously differentiable `g`, with its Rayleigh quotient as the energy. -/
theorem IsMinimiser.weak (hab : a < b) (hV : ContinuousOn V (Icc a b))
    (hu : IsMinimiser V a b u) (hg : ContDiff ℝ 1 g) :
    energyForm V a b u g = rayleigh V a b u * overlap a b u g := by
  obtain ⟨hu1, ⟨y, hy, hne⟩, hmin⟩ := hu
  have hpos : ∀ f : ℝ → ℝ, ContDiff ℝ 1 f → (∃ x ∈ Icc a b, f x ≠ 0) →
      0 < overlap a b f f := by
    rintro f hf ⟨x, hx, hfx⟩
    exact intervalIntegral.integral_pos hab (hf.continuous.mul hf.continuous).continuousOn
      (fun z _ => mul_self_nonneg (f z)) ⟨x, hx, mul_self_pos.2 hfx⟩
  have huu : energyForm V a b u u = rayleigh V a b u * overlap a b u u :=
    (div_mul_cancel₀ _ (hpos u hu1 ⟨y, hy, hne⟩).ne').symm
  generalize rayleigh V a b u = E at hmin huu ⊢
  have hW : ContinuousOn (fun x => V x - E) (Icc a b) := hV.sub continuousOn_const
  have s1 := energyForm_shift hab hV hu1 hu1 E
  have s2 := energyForm_shift hab hV hu1 hg E
  have hq := energyForm_variation hab hW hu1 hg
  generalize energyForm (fun x => V x - E) a b u g = B at s2 hq
  generalize energyForm (fun x => V x - E) a b g g = C at hq
  have hc : ContinuousAt (fun t : ℝ => u y + t * g y) 0 := by fun_prop
  have hev : ∀ᶠ t in 𝓝 (0 : ℝ), u y + t * g y ≠ 0 :=
    hc.eventually_ne (by simpa using hne)
  -- the shifted energy of `u + t g` has a local minimum at `t = 0`
  have hloc : IsLocalMin (fun t : ℝ => 2 * t * B + t ^ 2 * C) 0 := by
    refine hev.mono fun t ht => ?_
    have hf : ContDiff ℝ 1 (fun x => u x + t * g x) := hu1.add (contDiff_const.mul hg)
    have h1 := (le_div_iff₀ (hpos _ hf ⟨y, hy, ht⟩)).1 (hmin _ hf ⟨y, hy, ht⟩)
    have h2 := energyForm_shift hab hV hf hf E
    have h3 := hq t
    show 2 * (0 : ℝ) * B + (0 : ℝ) ^ 2 * C ≤ 2 * t * B + t ^ 2 * C
    linarith
  have hd : HasDerivAt (fun t : ℝ => 2 * t * B + t ^ 2 * C) (2 * B) 0 :=
    ((((hasDerivAt_id' (0 : ℝ)).const_mul 2).mul_const B).fun_add
      (((hasDerivAt_id' (0 : ℝ)).fun_pow 2).mul_const C)).congr_deriv (by simp)
  linarith [hloc.hasDerivAt_eq_zero hd]

/-- Natural boundary conditions: for a potential continuous on `[a, b]`, a twice continuously
differentiable minimiser of the Rayleigh quotient solves the Schrödinger equation with the
minimum as energy, and its slope vanishes at both walls. -/
theorem natural_boundary_conditions (hab : a < b) (hV : ContinuousOn V (Icc a b))
    (hu : ContDiff ℝ 2 u) (hmin : IsMinimiser V a b u) :
    (∀ x ∈ Icc a b, -(deriv (deriv u) x) / 2 + V x * u x = rayleigh V a b u * u x) ∧
      deriv u a = 0 ∧ deriv u b = 0 :=
  (weak_iff_strong hab hV hu _).1 fun _ hg => hmin.weak hab hV hg

/-- If the continuous potential is not constant on `[a, b]`, the minimum of the Rayleigh
quotient, when attained, lies strictly below the mean of the potential. -/
theorem minimum_lt_mean_potential (hab : a < b) (hV : ContinuousOn V (Icc a b))
    (hmin : IsMinimiser V a b u) (hne : ∃ x ∈ Icc a b, ∃ y ∈ Icc a b, V x ≠ V y) :
    rayleigh V a b u < (∫ x in a..b, V x) / (b - a) := by
  have hone : rayleigh V a b (fun _ => 1) = (∫ x in a..b, V x) / (b - a) := by
    simp [rayleigh, energyForm, overlap]
  by_contra hlt
  -- otherwise the constant function is a minimiser, and its equation makes `V` constant
  have h1 : IsMinimiser V a b (fun _ => 1) :=
    ⟨contDiff_const, ⟨a, left_mem_Icc.2 hab.le, one_ne_zero⟩, fun f hf hn =>
      (hone.le.trans (not_lt.1 hlt)).trans (hmin.2.2 f hf hn)⟩
  have h2 : ∀ x ∈ Icc a b, V x = rayleigh V a b (fun _ => 1) := fun x hx => by
    simpa using (natural_boundary_conditions hab hV contDiff_const h1).1 x hx
  obtain ⟨x, hx, y, hy, hxy⟩ := hne
  exact hxy ((h2 x hx).trans (h2 y hy).symm)

end

end NaturalBoundaryConditions
```

```lean
#print axioms NaturalBoundaryConditions.minimum_lt_mean_potential
```

```
'NaturalBoundaryConditions.minimum_lt_mean_potential' depends on axioms: [propext, Classical.choice, Quot.sound]
```

## The variational problem in words

In units with $\hbar=m=1$, write

$$A(f,g)=\int_a^b\Big(\tfrac12 f'g'+Vfg\Big)dx,\qquad S(f,g)=\int_a^b fg\,dx .$$

These are `energyForm` and `overlap`, and `rayleigh` is $A(f,f)/S(f,f)$. Since this is a ratio, $u$ need not be normalised; for normalised $u$ it is the energy expectation value, with the kinetic part taken as $\tfrac12\int_a^b u'^2dx$. For C² $u$, the expression $-\tfrac12\int_a^b uu''dx$ differs from this by the wall term $-\tfrac12[u(b)u'(b)-u(a)u'(a)]$, which is zero when both slopes vanish.

`IsMinimiser` says that $u$ is C¹, is nonzero somewhere on $[a,b]$, and has the least quotient among all such functions. The functions are real and defined on the whole line, but only their behaviour on $[a,b]$ enters the integrals. `ContinuousOn V (Icc a b)` asks for continuity of the potential on the closed interval, which excludes jumps and Coulomb singularities there.

The theorem `natural_boundary_conditions` adds the hypothesis that $u$ is C². With $E$ the minimum, `rayleigh V a b u`, it concludes

$$-\tfrac12u''+Vu=Eu\ \text{ on }[a,b],\qquad u'(a)=u'(b)=0 .$$

That a minimiser exists, and that it is C², is assumed.

These walls differ from the hard walls of the usual particle in a box, where $u$ itself vanishes. Zero slope fits a one-dimensional, one-particle cell whose ends are mirror planes, for states even about both. Identifying the ends of a real system with such planes is a physical step that the hypotheses do not supply.

## From the minimum to the weak equation

Let $u(y)\neq0$ and let $g$ be any C¹ function. For small $t$, $u+tg$ is still nonzero at $y$, so it is an admissible trial function. Its squared norm is positive, because the integrand is continuous, nonnegative and positive somewhere. Multiplying the minimum inequality by this norm gives

$$A(u+tg,u+tg)-E\,S(u+tg,u+tg)\ge0 .$$

The term without $t$ is $A(u,u)-E\,S(u,u)=0$. What remains is

$$2tB+t^2C\ge0,\qquad B=A(u,g)-E\,S(u,g),\quad C=A(g,g)-E\,S(g,g).$$

The left side has a local minimum at $t=0$, so its derivative there, $2B$, is zero. Hence $A(u,g)=E\,S(u,g)$ for every $g$, which is the weak equation.

This is `IsMinimiser.weak`. The lemma `energyForm_shift` absorbs $E$ into the potential, `energyForm_variation` supplies the quadratic in $t$, and `hloc` is the local minimum. `energy_integrable` justifies splitting the integrals.

## Separating the bulk from the walls

Since $(u'g)'=u''g+u'g'$, integration by parts (`energyForm_by_parts`, applied to the potential $V-E$) turns the weak equation into

$$0=\tfrac12\big[u'(b)g(b)-u'(a)g(a)\big]+\int_a^b r\,g\,dx,\qquad r=-\tfrac12u''+(V-E)u .$$

First take $g$ vanishing at both walls, so that $\int rg=0$. If $r(y)\ne0$ at an interior point, $r$ keeps its sign near $y$. A nonnegative bump $\varphi$ supported there, with $\varphi(y)=1$, gives $r(y)\int r\varphi>0$, a contradiction. So $r=0$ inside, and by continuity also at the ends. This is `eq_zero_of_orthogonal`.

Only the wall term is left. The choice $g=x-a$ gives $u'(b)(b-a)/2=0$, and $g=x-b$ gives $u'(a)(b-a)/2=0$. Since $a<b$, both slopes vanish.

Conversely, if $r=0$ and both slopes are zero, the right side vanishes for every $g$. The theorem `weak_iff_strong` states this equivalence for any real $E$ and any C² function $u$, so it applies to excited states too.

## A bound from the constant function

The trial function $f=1$ has the mean of $V$ as its quotient. If the minimum were not below this mean, $f=1$ would itself be a minimiser, and its Schrödinger equation would read $V=E$ on all of $[a,b]$. For non-constant $V$ the minimum, when attained, therefore lies strictly below the mean. This is `minimum_lt_mean_potential`, which needs no C² hypothesis on $u$ because the main theorem is applied to the constant.

## A two-function calculation for a linear potential

Take $V(x)=x$ on $[0,1]$, with mean $1/2$, and the basis $\{1,x\}$, unrestricted at the walls. A Ritz calculation imposes the weak equation only against the basis functions, which gives $Hc=ESc$ for the vector $c$ of coefficients. The matrices $H$ and $S$ hold the values of the energy form $A$ and of the overlap for pairs of basis functions:

$$H=\begin{pmatrix}1/2&1/3\\1/3&3/4\end{pmatrix},\qquad S=\begin{pmatrix}1&1/2\\1/2&1/3\end{pmatrix}.$$

The determinant condition is $E^2-7E+19/6=0$, with lower root $E\approx0.4861$, below the mean. The corresponding function is proportional to $1-0.154\,x$. Its slope is not zero, so by the theorem it cannot minimise over all C¹ functions. Indeed, $1+0.1\cos\pi x$ gives

$$\frac12+\frac{-0.4/\pi^2+0.01\,\pi^2/4}{1.005}\approx0.4842 .$$

Finite-element calculations with free ends work the same way: the basis functions at the end nodes stay in the matrices, no equation for the slope is added, and the computed slope is in general only approximately zero.
